# The scaled cubic remainder of ln x tends to 1/3 as x → 1

The theorem `logRemainder_tendsto` says that −(ln x + (1 − x) + (1 − x)²/2)/(1 − x)³ tends to 1/3 as the real variable x approaches 1 from either side, with x = 1 itself excluded. In a physical formula, this limit would supply the cubic term of a logarithm whose argument is close to 1, but the statement itself is pure analysis and assumes no physical model. The proof aims to show that, once |1 − x| < 1/2, the quotient differs from 1/3 by at most 2|1 − x|, which tends to zero. It gets this bound from Mathlib's estimate for the logarithm's Taylor series with three terms kept.

As first written in Lean, the proof fails:

```lean
import Mathlib

open Filter Topology

namespace LightByLightCrossed

noncomputable section

/-- The scaled remainder of `ln x` after its first two Taylor terms in `1 - x`. -/
def logRemainder (x : ℝ) : ℝ :=
  -(Real.log x + (1 - x) + (1 - x) ^ 2 / 2) / (1 - x) ^ 3

/-- The logarithm near `x = 1`, written exactly through its scaled remainder. -/
theorem log_expansion {x : ℝ} (hx : x ≠ 1) :
    Real.log x = -((1 - x) + (1 - x) ^ 2 / 2 + (1 - x) ^ 3 * logRemainder x) := by
  have h1 : (1 - x) ^ 3 ≠ 0 := pow_ne_zero 3 (sub_ne_zero.mpr hx.symm)
  rw [logRemainder, mul_div_cancel₀ _ h1]
  ring

theorem tendsto_one_sub : Tendsto (fun x : ℝ => 1 - x) (𝓝[≠] 1) (𝓝 0) :=
  ((by fun_prop : Continuous fun x : ℝ => 1 - x).tendsto' 1 0 (by norm_num)).mono_left
    nhdsWithin_le_nhds

/-- The scaled remainder of the logarithm tends to `1/3` as `x → 1`. -/
theorem logRemainder_tendsto : Tendsto logRemainder (𝓝[≠] 1) (𝓝 (1 / 3)) := by
  have habs : Tendsto (fun x : ℝ => |1 - x|) (𝓝[≠] 1) (𝓝 0) := by
    simpa only [abs_zero] using tendsto_one_sub.abs
  have h0 : Tendsto (fun x : ℝ => 2 * |1 - x|) (𝓝[≠] 1) (𝓝 0) := by
    simpa only [mul_zero] using habs.const_mul 2
  rw [tendsto_iff_norm_sub_tendsto_zero]
  refine squeeze_zero' (Eventually.of_forall fun _ => norm_nonneg _) ?_ h0
  filter_upwards [habs.eventually_lt_const (by norm_num : (0 : ℝ) < 1 / 2),
    self_mem_nhdsWithin] with x hx hne
  have hne' : x ≠ 1 := hne
  have h1 : 1 - x ≠ 0 := sub_ne_zero.mpr hne'.symm
  have hp : 0 < |1 - x| := abs_pos.mpr h1
  -- Taylor bound for the logarithm with three terms kept
  have hl := Real.abs_log_sub_add_sum_range_le (show |1 - x| < 1 by linarith) 3
  have e : logRemainder x - 1 / 3 =
      -((∑ i ∈ Finset.range 3, (1 - x) ^ (i + 1) / ((i : ℝ) + 1))
        + Real.log (1 - (1 - x))) / (1 - x) ^ 3 := by
    rw [sub_sub_cancel, eq_div_iff (pow_ne_zero 3 h1), log_expansion hne']
    simp only [Finset.sum_range_succ, Finset.sum_range_zero]
    push_cast
    ring
  rw [e, Real.norm_eq_abs, abs_div, abs_neg, abs_pow, div_le_iff₀ (pow_pos hp 3)]
  refine hl.trans ?_
  rw [div_le_iff₀ (by linarith)]
  nlinarith [mul_nonneg (pow_pos hp 4).le (show 0 ≤ 1 - 2 * |1 - x| by linarith)]

end

end LightByLightCrossed
```

Lean reports:

```
Main.lean:49:2: error: linarith failed to find a contradiction
habs : Tendsto (fun x => |1 - x|) (𝓝[≠] 1) (𝓝 0)
h0 : Tendsto (fun x => 2 * |1 - x|) (𝓝[≠] 1) (𝓝 0)
x : ℝ
hx : |1 - x| < 1 / 2
hne : x ∈ {1}ᶜ
hne' : x ≠ 1
h1 : 1 - x ≠ 0
hp : 0 < |1 - x|
hl : |∑ i ∈ Finset.range 3, (1 - x) ^ (i + 1) / (↑i + 1) + Real.log (1 - (1 - x))| ≤ |1 - x| ^ (3 + 1) / (1 - |1 - x|)
e :
  logRemainder x - 1 / 3 = -(∑ i ∈ Finset.range 3, (1 - x) ^ (i + 1) / (↑i + 1) + Real.log (1 - (1 - x))) / (1 - x) ^ 3
a✝ : 2 * |1 - x| * |1 - x| ^ 3 * (1 - |1 - x|) < |1 - x| ^ (3 + 1)
⊢ False
failed
```

Cause. Only the last inequality fails. With a = |1 − x|, it reads a^(3 + 1) ≤ 2a · a³ · (1 − a). It is true, and the hint given to `nlinarith`, 0 ≤ a⁴(1 − 2a), is exactly what it needs, since the right side minus the left equals a⁴(1 − 2a).

The obstacle is the exponent `3 + 1`, left unevaluated by the Taylor bound and still visible in the message. When `linarith`, on which `nlinarith` relies, collects monomials, it expands a power only if the exponent is a numeral. It therefore treats `|1 - x| ^ (3 + 1)` as an unknown quantity unrelated to the fourth power in the hint, and finds no contradiction.

The repair proves the identity for the difference with `ring`, which does evaluate `3 + 1`. Rewriting with `sub_nonneg` and this identity turns the goal into the hint itself, and `exact h` closes it. Stating the inequality for a general `a` in `key` is mere tidying; `key _ hp hx` then applies it to |1 − x|.

Lean accepts the file once it reads:

```diff
@@ -47,5 +47,11 @@
   refine hl.trans ?_
   rw [div_le_iff₀ (by linarith)]
-  nlinarith [mul_nonneg (pow_pos hp 4).le (show 0 ≤ 1 - 2 * |1 - x| by linarith)]
+  have key : ∀ a : ℝ, 0 < a → a < 1 / 2 → a ^ (3 + 1) ≤ 2 * a * a ^ 3 * (1 - a) := by
+    intro a ha ha2
+    have h := mul_nonneg (pow_pos ha 4).le (show 0 ≤ 1 - 2 * a by linarith)
+    have hdiff : 2 * a * a ^ 3 * (1 - a) - a ^ (3 + 1) = a ^ 4 * (1 - 2 * a) := by ring
+    rw [← sub_nonneg, hdiff]
+    exact h
+  exact key _ hp hx
 
 end
```
